# The eighteen-electron rule for metal carbonyl clusters with every pair of metals bonded

Take a neutral cluster of n metal atoms whose only ligands are terminal carbonyls, each bound to one metal, and whose metal-metal bonds are single two-electron bonds. Each metal counts its own valence electrons, two electrons from each of its carbonyls and one from each bond to another metal; the eighteen-electron rule asks that these add up to 18 at every metal. The lemma treats the case in which every two metals are bonded, so that the bonds form a complete graph. It states that the rule holds if, at each metal, the valence electrons, the carbonyl electrons and n add up to 19. The proof is meant to show in `hn` that the neighbours of a metal are all the other metals, count them as n − 1, and leave the arithmetic to `omega`.

The first attempt, which Lean rejects:

```lean
import Mathlib

open scoped Classical

namespace MetalCarbonylNuclearity

variable {V : Type*} [Fintype V]

/-- The eighteen-electron rule: at each metal `v`, its `g v` valence electrons, two electrons from
each of its `c v` carbonyls and one from each metal-metal bond add up to 18. -/
def EighteenElectron (G : SimpleGraph V) (g c : V → ℕ) : Prop :=
  ∀ v, g v + 2 * c v + G.degree v = 18

/-- If all metals are bonded to each other, the eighteen-electron rule holds once valence
electrons, carbonyl electrons and the number of metals add up to 19 at each metal. -/
theorem eighteenElectron_complete (g c : V → ℕ)
    (h : ∀ v, g v + 2 * c v + Fintype.card V = 19) :
    EighteenElectron (⊤ : SimpleGraph V) g c := by
  intro v
  have hn : (⊤ : SimpleGraph V).neighborFinset v = Finset.univ.erase v := by
    ext w
    rw [SimpleGraph.mem_neighborFinset, SimpleGraph.top_adj, Finset.mem_erase]
    exact ⟨fun hw => ⟨hw.symm, Finset.mem_univ w⟩, fun hw => hw.1.symm⟩
  have hpos : 0 < Fintype.card V := Fintype.card_pos_iff.2 ⟨v⟩
  have hv := h v
  rw [← SimpleGraph.card_neighborFinset_eq_degree, hn,
    Finset.card_erase_of_mem (Finset.mem_univ v), Finset.card_univ]
  omega

end MetalCarbonylNuclearity
```

Lean reports:

```
Main.lean:26:51: error: Tactic `rewrite` failed: Did not find an occurrence of the pattern
  ⊤.neighborFinset v
in the target expression
  g v + 2 * c v + (⊤.neighborFinset v).card = 18

V : Type u_1
inst✝ : Fintype V
g c : V → ℕ
h : ∀ (v : V), g v + 2 * c v + Fintype.card V = 19
v : V
hn : ⊤.neighborFinset v = Finset.univ.erase v
hpos : 0 < Fintype.card V
hv : g v + 2 * c v + Fintype.card V = 19
⊢ g v + 2 * c v + (⊤.neighborFinset v).card = 18
```

Fix (accepted with no message):

```diff
@@ -18,11 +18,12 @@
     EighteenElectron (⊤ : SimpleGraph V) g c := by
   intro v
-  have hn : (⊤ : SimpleGraph V).neighborFinset v = Finset.univ.erase v := by
+  have hn : ∀ G : SimpleGraph V, G = ⊤ → G.neighborFinset v = Finset.univ.erase v := by
+    intro G hG
     ext w
-    rw [SimpleGraph.mem_neighborFinset, SimpleGraph.top_adj, Finset.mem_erase]
+    rw [SimpleGraph.mem_neighborFinset, hG, SimpleGraph.top_adj, Finset.mem_erase]
     exact ⟨fun hw => ⟨hw.symm, Finset.mem_univ w⟩, fun hw => hw.1.symm⟩
   have hpos : 0 < Fintype.card V := Fintype.card_pos_iff.2 ⟨v⟩
   have hv := h v
-  rw [← SimpleGraph.card_neighborFinset_eq_degree, hn,
+  rw [← SimpleGraph.card_neighborFinset_eq_degree, hn ⊤ rfl,
     Finset.card_erase_of_mem (Finset.mem_univ v), Finset.card_univ]
   omega
```

What went wrong. The error says that `rw` cannot find the left side of `hn` in the goal, though both are printed as `⊤.neighborFinset v`. They differ in an argument that isn't printed: the `Fintype` instance by which Lean lists the neighbours of `v`, which is built from a way of deciding adjacency. In `EighteenElectron` the graph `G` is arbitrary, so the instance rests on classical decidability of adjacency, and it stays so when `G` becomes `⊤`. The old `hn` was stated directly for `⊤`, where Lean finds a decidability instance made for the complete graph. `rw` doesn't identify the two.

The repair states `hn` for any `G` with `G = ⊤`, so that its instance is chosen as in the definition. `intro G hG` introduces the graph and the equation, and rewriting with `hG` turns adjacency in `G` into adjacency in `⊤`, as `SimpleGraph.top_adj` needs. `hn ⊤ rfl` then gives the equation for `⊤` with the goal's own instance, and the rewrite succeeds.
